# The first-order energy change under an orbital rotation is the trace of its generator times the orbital gradient

An orbital rotation with generator `K` changes the alpha density `C + O` and the beta density `C`, to first order, by their commutators with `K`. The energy change is defined here as tr(`A`[`K`, `C + O`]) + tr(`B`[`K`, `C`]), where `A` and `B` are the alpha and beta Fock matrices, and the theorem says that this equals tr(`K`([`C + O`, `A`] + [`C`, `B`])). All five are arbitrary real square matrices over a finite index set; the statement does not require the densities to be idempotent or `K` to be antisymmetric, and it does not derive the formula from an energy functional. The attempt proves the identity for one spin from the cyclicity of the trace, applies it to both spins, and then tries to split the trace on the right into two.

In Lean, a first try:

```lean
import Mathlib

open Matrix

namespace FirstVariationEqTrace

noncomputable section

variable {n : Type*} [Fintype n] [DecidableEq n]

/-- First-order energy change under the orbital rotation generated by `K`: the alpha density
`C + O` and the beta density `C` change by their commutators with `K`. -/
def firstVariation (C O A B K : Matrix n n ℝ) : ℝ :=
  trace (A * (K * (C + O) - (C + O) * K)) + trace (B * (K * C - C * K))

/-- The orbital gradient: the commutators of the spin densities with their Fock matrices,
added over the two spins. -/
def orbitalGradient (C O A B : Matrix n n ℝ) : Matrix n n ℝ :=
  ((C + O) * A - A * (C + O)) + (C * B - B * C)

/-- The first variation is the trace of the rotation generator times the orbital gradient. -/
theorem firstVariation_eq_trace (C O A B K : Matrix n n ℝ) :
    firstVariation C O A B K = trace (K * orbitalGradient C O A B) := by
  -- cyclicity of the trace moves the generator to the front
  have key : ∀ M P : Matrix n n ℝ,
      trace (M * (K * P - P * K)) = trace (K * (P * M - M * P)) := by
    intro M P
    have h1 : trace (M * (K * P)) = trace (K * (P * M)) := by
      rw [trace_mul_comm, mul_assoc]
    have h2 : trace (M * (P * K)) = trace (K * (M * P)) := by
      rw [← mul_assoc, trace_mul_comm]
    rw [mul_sub, mul_sub, trace_sub, trace_sub, h1, h2]
  rw [firstVariation, orbitalGradient, key, key, mul_add, trace_add]

end

end FirstVariationEqTrace
```

Lean reports:

```
Main.lean:33:58: error: Tactic `rewrite` failed: Did not find an occurrence of the pattern
  (?A + ?B).trace
in the target expression
  (K * ((C + O) * A - (A * C + A * O))).trace + (K * (C * B - B * C)).trace =
    (K * ((C + O) * A - (A * C + A * O) + (C * B - B * C))).trace

n : Type u_1
inst✝¹ : Fintype n
inst✝ : DecidableEq n
C O A B K : Matrix n n ℝ
key : ∀ (M P : Matrix n n ℝ), (M * (K * P - P * K)).trace = (K * (P * M - M * P)).trace
⊢ (K * ((C + O) * A - (A * C + A * O))).trace + (K * (C * B - B * C)).trace =
    (K * ((C + O) * A - (A * C + A * O) + (C * B - B * C))).trace
```

What went wrong. The error is reported at `trace_add`, but the step that went wrong is the `mul_add` before it. That rewrite was meant to distribute `K` over the sum of the two commutators on the right. With no arguments given, it matched the product `A * (C + O)` instead, and expanded it to `A * C + A * O` on both sides. The right-hand side was still the trace of a product, `K * (...)`, and neither trace on the left was of a sum, so `trace_add` found nothing to rewrite.

The repair works from the left-hand side instead. `← trace_add` joins its two traces into the trace of one sum, and `← mul_add K` takes the common factor `K` out of that sum. The product `A * (C + O)` is left alone, so the two sides are now identical and `rw` closes the goal by reflexivity.

Fix (accepted with no message):

```diff
@@ -31,5 +31,5 @@
       rw [← mul_assoc, trace_mul_comm]
     rw [mul_sub, mul_sub, trace_sub, trace_sub, h1, h2]
-  rw [firstVariation, orbitalGradient, key, key, mul_add, trace_add]
+  rw [firstVariation, orbitalGradient, key, key, ← trace_add, ← mul_add K]
 
 end
```
